# Matrix elements of the Pegg–Barnett phase operator in the number basis

Take a field mode with only two number states, $e_0$ and $e_1$. Its phase states are $v_0=(e_0+e_1)/\sqrt2$ and $v_1=(e_0-e_1)/\sqrt2$, with phases $0$ and $\pi$. Weighting each projector by its phase leaves only the second:

$$\pi\,v_1v_1^*=\frac{\pi}{2}\begin{pmatrix}1&-1\\-1&1\end{pmatrix}.$$

The diagonal entry is the mean of the two phases. The off-diagonal entry is the same mean, with each phase first multiplied by the relative sign $(-1)^m$ of the two amplitudes in $v_m$. In dimension $d$, powers of a root of unity replace the sign.

```lean
import Mathlib

open Matrix Filter Topology
open scoped Real

namespace PeggBarnettMatrix

noncomputable section
```

Let $w=e^{2\pi i/d}$, written `phaseRoot d`.

```lean
/-- The elementary phase factor `exp (2 π i / d)`. -/
def phaseRoot (d : ℕ) : ℂ := Complex.exp (2 * π * Complex.I / d)
```

The number states $e_n$ and the phase states $v_m$ both carry labels $0,\dots,d-1$, the elements of `Fin d`. The amplitudes are $(v_m)_n=d^{-1/2}w^{mn}$.

```lean
/-- The phase state `v_m`, with number-basis amplitudes `d^(-1/2) w^(m n)`. -/
def phaseVec (d : ℕ) (m : Fin d) : Fin d → ℂ :=
  fun n => ((√(d : ℝ) : ℝ) : ℂ)⁻¹ * phaseRoot d ^ ((m : ℕ) * (n : ℕ))
```

The phase operator is $\Phi=\sum_m (2\pi m/d)\,v_mv_m^*$, where `vecMulVec` forms the outer product. The phases start at $0$, which fixes the reference phase and places the cut of the angle there.

```lean
/-- The Pegg-Barnett phase operator: the sum of the projectors on the phase states,
weighted by the phases `2 π m / d`. -/
def phaseOp (d : ℕ) : Matrix (Fin d) (Fin d) ℂ :=
  ∑ m : Fin d, (2 * π * ((m : ℕ) : ℂ) / d) • vecMulVec (phaseVec d m) (star (phaseVec d m))
```

In quantum optics, $\Phi$ represents the phase of a single mode truncated to $d$ number states.

## (a) Entries of one phase projector

Show that
$$(v_m)_j\,\overline{(v_m)_k}=\frac1d\,\bigl(w^{j-k}\bigr)^m .$$

**Solution.** Since $|w|=1$, $\overline w=w^{-1}$. The product is therefore $d^{-1/2}d^{-1/2}\,w^{mj}w^{-mk}$, as required. In Lean, `hconj` supplies the conjugate, `hs` the prefactor and `hw` the exponents. The difference $j-k$ is taken in the integers, so it may be negative.

```lean
/-- The entries of the projector on a phase state are `w^((j-k) m) / d`. -/
theorem phaseVec_mul_star (d : ℕ) (m j k : Fin d) :
    phaseVec d m j * star (phaseVec d m k)
      = (d : ℂ)⁻¹ * (phaseRoot d ^ ((j : ℤ) - (k : ℤ))) ^ (m : ℕ) := by
  have h0 : phaseRoot d ≠ 0 := Complex.exp_ne_zero _
  have hconj : (starRingEnd ℂ) (phaseRoot d) = (phaseRoot d)⁻¹ := by
    unfold phaseRoot
    rw [← Complex.exp_conj, ← Complex.exp_neg]
    congr 1
    simp only [map_div₀, map_mul, Complex.conj_I, Complex.conj_ofReal, map_natCast, map_ofNat]
    ring
  have hs : ((√(d : ℝ) : ℝ) : ℂ)⁻¹ * ((√(d : ℝ) : ℝ) : ℂ)⁻¹ = (d : ℂ)⁻¹ := by
    rw [← mul_inv, ← Complex.ofReal_mul, Real.mul_self_sqrt (Nat.cast_nonneg d),
      Complex.ofReal_natCast]
  have hc : star (phaseVec d m k)
      = ((√(d : ℝ) : ℝ) : ℂ)⁻¹ * (phaseRoot d)⁻¹ ^ ((m : ℕ) * (k : ℕ)) := by
    change (starRingEnd ℂ) (((√(d : ℝ) : ℝ) : ℂ)⁻¹ * phaseRoot d ^ ((m : ℕ) * (k : ℕ))) = _
    rw [map_mul, map_inv₀, Complex.conj_ofReal, map_pow, hconj]
  have hw : (phaseRoot d ^ ((j : ℤ) - (k : ℤ))) ^ (m : ℕ)
      = phaseRoot d ^ ((m : ℕ) * (j : ℕ)) * (phaseRoot d)⁻¹ ^ ((m : ℕ) * (k : ℕ)) := by
    rw [zpow_sub₀ h0, zpow_natCast, zpow_natCast, div_pow, ← pow_mul, ← pow_mul, inv_pow,
      div_eq_mul_inv, mul_comm (j : ℕ) (m : ℕ), mul_comm (k : ℕ) (m : ℕ)]
  rw [hc, hw, ← hs]
  simp only [phaseVec]
  ring
```

## (b) The relative phase factor is a nontrivial root of unity

For $j\ne k$, show that
$$w^{j-k}\neq1,\qquad (w^{j-k})^d=1 .$$

**Solution.** The powers of $w$ equal to $1$ are exactly those whose exponent is a multiple of $d$. But $0<|j-k|<d$, so $j-k$ is not one. Also $(w^{j-k})^d=(w^d)^{j-k}=1$. The proof writes $j-k=dc$ and squeezes the integer $c$ between $-1$ and $1$, which forces $j=k$.

```lean
/-- For distinct levels `j` and `k`, the factor `w^(j-k)` is a `d`-th root of unity
different from one. -/
theorem phaseRoot_zpow {d : ℕ} {j k : Fin d} (h : j ≠ k) :
    phaseRoot d ^ ((j : ℤ) - (k : ℤ)) ≠ 1 ∧
      (phaseRoot d ^ ((j : ℤ) - (k : ℤ))) ^ d = 1 := by
  have hj := j.isLt
  have hk := k.isLt
  have hp : IsPrimitiveRoot (phaseRoot d) d := Complex.isPrimitiveRoot_exp d (by omega)
  constructor
  · intro h1
    obtain ⟨c, hc⟩ := (hp.zpow_eq_one_iff_dvd _).mp h1
    have hne : (j : ℕ) ≠ (k : ℕ) := fun e => h (Fin.ext e)
    -- a multiple of `d` strictly between `-d` and `d` vanishes
    have c1 : c < 1 := by
      by_contra hcc
      have : (d : ℤ) * 1 ≤ d * c := mul_le_mul_of_nonneg_left (by omega) (by omega)
      omega
    have c2 : -1 < c := by
      by_contra hcc
      have : (d : ℤ) * c ≤ d * (-1) := mul_le_mul_of_nonneg_left (by omega) (by omega)
      omega
    have c0 : c = 0 := by omega
    rw [c0, mul_zero] at hc
    omega
  · generalize (j : ℤ) - (k : ℤ) = l
    rw [← zpow_natCast, ← _root_.zpow_mul, mul_comm l, _root_.zpow_mul, zpow_natCast,
      hp.pow_eq_one, _root_.one_zpow]
```

## (c) A weighted sum over one period

For complex $z\ne1$ with $z^d=1$, show that
$$\sum_{m=0}^{d-1}m z^m=\frac{d}{z-1}.$$

**Solution.** Let $S_n=\sum_{m=0}^{n-1}mz^m$. By induction,
$$S_n(z-1)^2=nz^n(z-1)-z(z^n-1).$$
Both sides vanish at $n=0$, and both grow by $nz^n(z-1)^2$ when $n$ becomes $n+1$. At $n=d$ the right side is $d(z-1)$; dividing by $(z-1)^2$ gives the result. The induction is `gen`.

```lean
/-- The sum of `m z^m` over one period equals `d / (z - 1)` for a `d`-th root of unity
`z` different from one. -/
theorem weighted_root_sum {d : ℕ} {z : ℂ} (h1 : z ≠ 1) (hz : z ^ d = 1) :
    ∑ m : Fin d, ((m : ℕ) : ℂ) * z ^ (m : ℕ) = d / (z - 1) := by
  have gen : ∀ n : ℕ, (∑ m ∈ Finset.range n, (m : ℂ) * z ^ m) * (z - 1) ^ 2
      = n * z ^ n * (z - 1) - z * (z ^ n - 1) := by
    intro n
    induction n with
    | zero => simp
    | succ n ih =>
      rw [Finset.sum_range_succ, add_mul, ih]
      push_cast
      ring
  have hz1 : z - 1 ≠ 0 := sub_ne_zero.mpr h1
  refine (Finset.sum_range (fun m : ℕ => (m : ℂ) * z ^ m)).symm.trans ?_
  show ∑ m ∈ Finset.range d, (m : ℂ) * z ^ m = _
  rw [eq_div_iff hz1]
  apply mul_right_cancel₀ hz1
  have h := gen d
  rw [hz] at h
  linear_combination h
```

## (d) The matrix of the phase operator

Show that
$$\Phi_{jk}=\begin{cases}\dfrac{\pi(d-1)}{d}, & j=k,\\[2mm] \dfrac{2\pi/d}{w^{j-k}-1}, & j\neq k.\end{cases}$$

**Solution.** By (a), with $z=w^{j-k}$,
$$\Phi_{jk}=\frac{2\pi}{d^2}\sum_{m=0}^{d-1}m z^m .$$
If $j=k$, then $z=1$ and the sum is $d(d-1)/2$. If $j\neq k$, (b) allows (c) to be used, and the sum is $d/(z-1)$. These steps are `entry`, `gauss` and the final branch. The statement holds for every $d$ that has an index, including $d=1$, where $\Phi=0$.

```lean
/-- The Pegg-Barnett phase operator in the number basis: `π (d-1) / d` on the diagonal and
`(2 π / d) / (w^(j-k) - 1)` off the diagonal. -/
theorem phaseOp_apply (d : ℕ) (j k : Fin d) :
    phaseOp d j k = if j = k then (π : ℂ) * (d - 1) / d
      else (2 * π / d) / (phaseRoot d ^ ((j : ℤ) - (k : ℤ)) - 1) := by
  have hd : (d : ℂ) ≠ 0 := by
    have := j.isLt
    exact Nat.cast_ne_zero.mpr (by omega)
  have entry : phaseOp d j k = (2 * π / (d : ℂ) ^ 2) *
      ∑ m : Fin d, ((m : ℕ) : ℂ) * (phaseRoot d ^ ((j : ℤ) - (k : ℤ))) ^ (m : ℕ) := by
    simp only [phaseOp, Matrix.sum_apply, Matrix.smul_apply, vecMulVec_apply, Pi.star_apply,
      smul_eq_mul, phaseVec_mul_star, Finset.mul_sum]
    refine Finset.sum_congr rfl fun m _ => ?_
    ring
  rw [entry]
  split_ifs with h
  · -- on the diagonal the phases are simply averaged
    have gauss : ∀ n : ℕ, ∑ m ∈ Finset.range n, (m : ℂ) = n * (n - 1) / 2 := by
      intro n
      induction n with
      | zero => simp
      | succ n ih =>
        rw [Finset.sum_range_succ, ih]
        push_cast
        ring
    have hs : ∑ m : Fin d, ((m : ℕ) : ℂ) = d * (d - 1) / 2 :=
      (Finset.sum_range (fun m : ℕ => (m : ℂ))).symm.trans (gauss d)
    subst h
    simp only [sub_self, zpow_zero, one_pow, mul_one]
    rw [hs]
    field_simp
  · obtain ⟨h1, hz⟩ := phaseRoot_zpow h
    have hz1 := sub_ne_zero.mpr h1
    rw [weighted_root_sum h1 hz]
    field_simp
```

## (e) Orthonormal phase states

Show that
$$v_m^*v_{m'}=\delta_{mm'} .$$

**Solution.** The amplitudes are symmetric in their two labels, so (a) gives
$$v_m^*v_{m'}=\frac1d\sum_{n=0}^{d-1}\bigl(w^{m'-m}\bigr)^n .$$
For $m=m'$ this is $1$. Otherwise, multiplying the sum by $w^{m'-m}-1\ne0$ gives $(w^{m'-m})^d-1=0$, so the sum vanishes.

```lean
/-- The phase states are orthonormal. -/
theorem phaseVec_orthonormal (d : ℕ) (m m' : Fin d) :
    star (phaseVec d m) ⬝ᵥ phaseVec d m' = if m = m' then 1 else 0 := by
  have hd : (d : ℂ) ≠ 0 := by
    have := m.isLt
    exact Nat.cast_ne_zero.mpr (by omega)
  have symm : ∀ a b : Fin d, phaseVec d a b = phaseVec d b a := fun a b => by
    simp only [phaseVec, mul_comm (a : ℕ) (b : ℕ)]
  have hsum : star (phaseVec d m) ⬝ᵥ phaseVec d m'
      = (d : ℂ)⁻¹ * ∑ n : Fin d, (phaseRoot d ^ ((m' : ℤ) - (m : ℤ))) ^ (n : ℕ) := by
    rw [dotProduct, Finset.mul_sum]
    refine Finset.sum_congr rfl fun n _ => ?_
    rw [← phaseVec_mul_star, Pi.star_apply, symm n m', symm n m, mul_comm]
  rw [hsum]
  split_ifs with h
  · subst h
    simp [hd]
  · -- the geometric sum over a full period vanishes
    obtain ⟨h1, hz⟩ := phaseRoot_zpow (Ne.symm h)
    have hg := geom_sum_mul (phaseRoot d ^ ((m' : ℤ) - (m : ℤ))) d
    rw [hz, sub_self, Finset.sum_range] at hg
    rw [(mul_eq_zero.mp hg).resolve_right (sub_ne_zero.mpr h1), mul_zero]
```

## (f) The phases as eigenvalues

Show that
$$\Phi v_m=\frac{2\pi m}{d}\,v_m .$$

**Solution.** By (e),
$$\Phi v_m=\sum_a\frac{2\pi a}{d}\,v_a\,(v_a^*v_m)=\frac{2\pi m}{d}\,v_m .$$
The lemma `key` evaluates the term with label $a$, after `Finset.sum_comm` has exchanged the sums over $a$ and $k$.

```lean
/-- Each phase state `v_m` satisfies the eigenvalue equation of the phase operator with
eigenvalue `2 π m / d`. -/
theorem phaseOp_mulVec (d : ℕ) (m : Fin d) :
    phaseOp d *ᵥ phaseVec d m = (2 * π * ((m : ℕ) : ℂ) / d) • phaseVec d m := by
  funext j
  have key : ∀ a : Fin d, ∑ k, (2 * π * ((a : ℕ) : ℂ) / d) *
      (phaseVec d a j * star (phaseVec d a) k) * phaseVec d m k
      = if a = m then (2 * π * ((a : ℕ) : ℂ) / d) * phaseVec d a j else 0 := by
    intro a
    have h := phaseVec_orthonormal d a m
    rw [dotProduct] at h
    calc _ = (2 * π * ((a : ℕ) : ℂ) / d) * phaseVec d a j *
          ∑ k, star (phaseVec d a) k * phaseVec d m k := by
          rw [Finset.mul_sum]
          exact Finset.sum_congr rfl fun k _ => by ring
      _ = _ := by rw [h]; split_ifs <;> simp
  simp only [mulVec, dotProduct, phaseOp, Matrix.sum_apply, Matrix.smul_apply, vecMulVec_apply,
    smul_eq_mul, Finset.sum_mul]
  rw [Finset.sum_comm]
  refine (Finset.sum_congr rfl fun a _ => key a).trans ?_
  simp
```

## (g) Fixed photon numbers in a growing space

For fixed $j\neq k$, show that
$$\Phi_{jk}\longrightarrow\frac{1}{i(j-k)}\qquad\text{as the dimension tends to infinity.}$$

**Solution.** Let $D$ be the dimension and $x=2\pi/D$. By (d),
$$\Phi_{jk}=\frac{x}{e^{i(j-k)x}-1}.$$
The derivative of $e^{i(j-k)x}$ at $x=0$ is $i(j-k)\ne0$, so the quotient tends to its reciprocal. In Lean, `slope` is this derivative and `hx` says that $x$ tends to zero through nonzero values. The dimension is written `d + (j + k + 1)`, so that both labels are always valid. The limit is taken for each matrix element separately; convergence in operator norm is not claimed.

```lean
/-- For fixed distinct photon numbers `j` and `k`, the matrix element of the phase operator
tends to `1 / (i (j - k))` as the dimension of the state space grows. -/
theorem phaseOp_tendsto (j k : ℕ) (h : j ≠ k) :
    Tendsto (fun d : ℕ => phaseOp (d + (j + k + 1)) ⟨j, by omega⟩ ⟨k, by omega⟩) atTop
      (𝓝 (1 / (Complex.I * ((j : ℂ) - k)))) := by
  have slope : ∀ a : ℂ, Tendsto (fun t : ℂ => t⁻¹ * (Complex.exp (a * t) - 1))
      (𝓝[≠] 0) (𝓝 a) := by
    intro a
    have h1 := ((hasDerivAt_id (0 : ℂ)).const_mul a).cexp
    have h2 := hasDerivAt_iff_tendsto_slope_zero.mp h1
    simpa using h2
  have ha : Complex.I * ((j : ℂ) - k) ≠ 0 :=
    mul_ne_zero Complex.I_ne_zero (sub_ne_zero.mpr (by exact_mod_cast h))
  -- the spacing of the phases tends to zero without reaching it
  have hx : Tendsto (fun d : ℕ => 2 * (π : ℂ) / ((d + (j + k + 1) : ℕ) : ℂ)) atTop
      (𝓝[≠] 0) := by
    refine tendsto_nhdsWithin_iff.mpr ⟨?_, Eventually.of_forall fun d => ?_⟩
    · have hr := (tendsto_const_div_atTop_nhds_zero_nat (2 * π)).comp
        (tendsto_add_atTop_nat (j + k + 1))
      have hc := (Complex.continuous_ofReal.tendsto 0).comp hr
      simpa [Function.comp_def] using hc
    · exact div_ne_zero (mul_ne_zero two_ne_zero (Complex.ofReal_ne_zero.mpr Real.pi_ne_zero))
        (Nat.cast_ne_zero.mpr (by omega))
  have hl := ((slope _).comp hx).inv₀ ha
  have hg : ∀ x y : ℂ, (x⁻¹ * y)⁻¹ = x / y := fun x y => by
    rw [mul_inv, inv_inv, div_eq_mul_inv]
  rw [one_div]
  refine hl.congr fun d => ?_
  have hroot : phaseRoot (d + (j + k + 1)) ^ ((j : ℤ) - (k : ℤ)) = Complex.exp
      (Complex.I * ((j : ℂ) - k) * (2 * (π : ℂ) / ((d + (j + k + 1) : ℕ) : ℂ))) := by
    rw [phaseRoot, ← Complex.exp_int_mul]
    congr 1
    push_cast
    ring
  rw [phaseOp_apply, if_neg (fun e => h (congrArg Fin.val e))]
  show _ = (2 * (π : ℂ) / ((d + (j + k + 1) : ℕ) : ℂ)) /
    (phaseRoot (d + (j + k + 1)) ^ ((j : ℤ) - (k : ℤ)) - 1)
  rw [hroot]
  exact hg _ _

end

end PeggBarnettMatrix
```

```lean
#print axioms PeggBarnettMatrix.phaseOp_apply
#print axioms PeggBarnettMatrix.phaseOp_mulVec
#print axioms PeggBarnettMatrix.phaseOp_tendsto
```

```
'PeggBarnettMatrix.phaseOp_apply' depends on axioms: [propext, Classical.choice, Quot.sound]
'PeggBarnettMatrix.phaseOp_mulVec' depends on axioms: [propext, Classical.choice, Quot.sound]
'PeggBarnettMatrix.phaseOp_tendsto' depends on axioms: [propext, Classical.choice, Quot.sound]
```
